# Degeneracies in multiples of $2^r$ from $2r$ invertible, anticommuting symmetry matrices

In a crystal with screw axes or glide planes, two symmetry operations carried out in opposite orders can differ by a lattice translation. On Bloch states that translation is a phase, and at suitable wavevectors on the zone boundary the phase is $-1$. With spin left aside, the two operations then anticommute. If both also leave the wavevector unchanged up to a reciprocal lattice vector, bands meet there in pairs. More generally, suppose that $2r$ symmetries, spatial or internal, all anticommute with one another. How many bands must then stick together?

The answer is a multiple of $2^r$, provided that the operations act as invertible complex matrices that commute with the Hamiltonian matrix $H$. For a non-interacting tight-binding model with finitely many orbitals per cell, this constrains the degeneracies found on diagonalising $H$ at one fixed wavevector.

The argument takes place in a finite-dimensional complex space $V$ of states, whose linear operators form the type `End ℂ V`.

```lean
import Mathlib

open Module Matrix

namespace AnticommutingBandSticking

noncomputable section

variable {V : Type*} [AddCommGroup V] [Module ℂ V] [FiniteDimensional ℂ V]
```

## An anticommuting operation pairs opposite sectors

Let $c$ be an operator on $V$ and $W\subseteq V$ a subspace. The $\mu$-sector of $W$ is
$$W_\mu=\{v\in W : cv=\mu v\},$$
written `W ⊓ End.eigenspace c μ` in Lean. Suppose that $a$ is injective, maps $W$ into itself and satisfies $ca=-ac$. For $v\in W_\mu$,
$$c(av)=-a(cv)=-\mu\,(av),$$
so $aW_\mu\subseteq W_{-\mu}$. An injective map preserves dimension, hence $\dim W_\mu\le\dim W_{-\mu}$. The same statement for $-\mu$ gives the reverse inequality, and the two sectors have equal dimension.

```lean
/-- If an injective operation `a` preserves `W` and anticommutes with `c`, then the dimension of the
`μ`-sector of `c` in `W` is at most that of the `-μ`-sector. -/
theorem sector_le_opposite (a c : End ℂ V) (W : Submodule ℂ V)
    (ha : Function.Injective a) (hac : ∀ v, c (a v) = -a (c v))
    (hW : ∀ v ∈ W, a v ∈ W) (μ : ℂ) :
    finrank ℂ ↥(W ⊓ End.eigenspace c μ) ≤ finrank ℂ ↥(W ⊓ End.eigenspace c (-μ)) := by
  rw [(Submodule.equivMapOfInjective a ha (W ⊓ End.eigenspace c μ)).finrank_eq]
  apply Submodule.finrank_mono
  rintro _ ⟨v, ⟨hv, hc⟩, rfl⟩
  have hc' := End.mem_eigenspace_iff.1 hc
  exact ⟨hW v hv, End.mem_eigenspace_iff.2 (by rw [hac, hc', map_smul, neg_smul])⟩
```

## Counting the states outside the two sectors

Now let $c$ map $W$ into itself, take $\mu\neq0$ and put $f=c^2-\mu^2$. Rank-nullity on $W$ reads
$$\dim W=\dim\ker(f|_W)+\dim f(W).$$
If $fv=0$, then $c^2v=\mu^2v$, and
$$v=\frac{cv+\mu v}{2\mu}+\frac{\mu v-cv}{2\mu}.$$
The first term lies in $W_\mu$, because $c(cv+\mu v)=\mu(cv+\mu v)$. The second lies in $W_{-\mu}$, because $c(\mu v-cv)=-\mu(\mu v-cv)$. Conversely, $f$ vanishes on both sectors. A vector in both satisfies $\mu v=-\mu v$, so $2\mu v=0$ and $v=0$. Therefore
$$\dim W=\dim W_\mu+\dim W_{-\mu}+\dim f(W).$$
This holds even when $c$ is not diagonalisable.

In the proof, `hker` identifies the kernel with the sum of the sectors, `hinf` shows that they meet only in zero, and `module` checks the vector identities. The final `omega` combines the dimension equations.

```lean
/-- For `μ ≠ 0` the dimension of a `c`-invariant space `W` is the sum of the dimensions of its
sectors `c = μ` and `c = -μ` and of its image under `c² - μ²`. -/
theorem finrank_split (c : End ℂ V) (W : Submodule ℂ V) (hW : ∀ v ∈ W, c v ∈ W)
    {μ : ℂ} (hμ : μ ≠ 0) :
    finrank ℂ W = finrank ℂ ↥(W ⊓ End.eigenspace c μ)
      + finrank ℂ ↥(W ⊓ End.eigenspace c (-μ))
      + finrank ℂ ↥(W.map (c * c - (μ * μ) • (1 : End ℂ V))) := by
  set f : End ℂ V := c * c - (μ * μ) • (1 : End ℂ V) with hf
  have hfv : ∀ v, f v = c (c v) - (μ * μ) • v := fun v => rfl
  have rn := LinearMap.finrank_range_add_finrank_ker (f.domRestrict W)
  rw [LinearMap.range_domRestrict] at rn
  -- the kernel of `c² - μ²` in `W` is the sum of the two sectors
  have hker : (LinearMap.ker (f.domRestrict W)).map W.subtype
      = (W ⊓ End.eigenspace c μ) ⊔ (W ⊓ End.eigenspace c (-μ)) := by
    apply le_antisymm
    · rintro _ ⟨⟨v, hv⟩, hk, rfl⟩
      have hk' : f v = 0 := hk
      have hcc : c (c v) = (μ * μ) • v := sub_eq_zero.1 ((hfv v).symm.trans hk')
      have h1 : (2 * μ)⁻¹ * (2 * μ) = 1 := inv_mul_cancel₀ (mul_ne_zero two_ne_zero hμ)
      refine Submodule.mem_sup.2 ⟨(2 * μ)⁻¹ • (c v + μ • v), ⟨?_, ?_⟩,
        (2 * μ)⁻¹ • (μ • v - c v), ⟨?_, ?_⟩, ?_⟩
      · exact W.smul_mem _ (W.add_mem (hW v hv) (W.smul_mem _ hv))
      · apply End.mem_eigenspace_iff.2
        rw [map_smul, map_add, map_smul, hcc]
        module
      · exact W.smul_mem _ (W.sub_mem (W.smul_mem _ hv) (hW v hv))
      · apply End.mem_eigenspace_iff.2
        rw [map_smul, map_sub, map_smul, hcc]
        module
      · calc (2 * μ)⁻¹ • (c v + μ • v) + (2 * μ)⁻¹ • (μ • v - c v)
            = ((2 * μ)⁻¹ * (2 * μ)) • v := by module
          _ = v := by rw [h1, one_smul]
    · apply sup_le
      · rintro v ⟨hv, hc⟩
        have hc' := End.mem_eigenspace_iff.1 hc
        refine ⟨⟨v, hv⟩, ?_, rfl⟩
        change f v = 0
        rw [hfv, hc', map_smul, hc']
        module
      · rintro v ⟨hv, hc⟩
        have hc' := End.mem_eigenspace_iff.1 hc
        refine ⟨⟨v, hv⟩, ?_, rfl⟩
        change f v = 0
        rw [hfv, hc', map_smul, hc']
        module
  -- the two sectors meet only in zero
  have hinf : (W ⊓ End.eigenspace c μ) ⊓ (W ⊓ End.eigenspace c (-μ)) = ⊥ := by
    rw [Submodule.eq_bot_iff]
    rintro v ⟨⟨_, h1⟩, ⟨_, h2⟩⟩
    have e := (End.mem_eigenspace_iff.1 h1).symm.trans (End.mem_eigenspace_iff.1 h2)
    have e2 : (2 * μ) • v = 0 := by
      calc (2 * μ) • v = μ • v - (-μ) • v := by module
        _ = 0 := sub_eq_zero.2 e
    exact (smul_eq_zero.1 e2).resolve_left (mul_ne_zero two_ne_zero hμ)
  have hs := Submodule.finrank_sup_add_finrank_inf_eq
    (W ⊓ End.eigenspace c μ) (W ⊓ End.eigenspace c (-μ))
  rw [hinf, finrank_bot, ← hker, ← (Submodule.equivMapOfInjective W.subtype
    W.injective_subtype (LinearMap.ker (f.domRestrict W))).finrank_eq] at hs
  omega
```

## Each further pair of operations contributes a factor of two

Let $g_0,g_1,\dots$ be the operations. The claim is that if the first $2r$ are injective, anticommute pairwise and preserve $W$, then $2^r$ divides $\dim W$. For $r=0$ there is nothing to show. To pass from $r$ to $r+1$, form the product of the last two operations,
$$c=g_{2r}\,g_{2r+1}.$$
Moving $c$ past one of its own factors costs one sign, and moving it past an earlier operation costs two:
$$c\,g_{2r}=-g_{2r}\,c,\qquad c\,g_{2r+1}=-g_{2r+1}\,c,\qquad c\,g_i=g_i\,c\quad(i<2r).$$
Consequently $c^2$ commutes with all $2r+2$ operations. These relations are `hca`, `hcb`, `hco` and `hcc`.

A second induction runs over $\dim W$. If $W=0$, the claim holds. Otherwise $c$ has an eigenvector in $W$, with eigenvalue $\mu$, and $\mu\ne0$ because $c$ is injective. Since $g_{2r}$ pairs the sectors,
$$\dim W=2\dim W_\mu+\dim f(W).$$

- The operations $g_i$ with $i<2r$ commute with $c$ and so preserve $W_\mu$. The outer induction hypothesis gives $2^r\mid\dim W_\mu$, hence $2^{r+1}\mid2\dim W_\mu$.
- All $2r+2$ operations commute with $f$ and so preserve $f(W)$. This space has smaller dimension than $W$, because $W_\mu\neq0$. The inner induction hypothesis gives $2^{r+1}\mid\dim f(W)$.

The sum is therefore divisible by $2^{r+1}$. In Lean the two divisibilities are `hk` and `d2`, and `dvd_add` joins them.

```lean
/-- If `2r` injective, pairwise anticommuting operations preserve a finite-dimensional space `W`
of states, then `2^r` divides the dimension of `W`. -/
theorem two_pow_dvd_invariant (g : ℕ → End ℂ V) (r : ℕ)
    (hinj : ∀ i < 2 * r, Function.Injective (g i))
    (hanti : ∀ i < 2 * r, ∀ j < 2 * r, i ≠ j → ∀ v, g i (g j v) = -g j (g i v))
    (W : Submodule ℂ V) (hW : ∀ i < 2 * r, ∀ v ∈ W, g i v ∈ W) :
    2 ^ r ∣ finrank ℂ W := by
  induction r generalizing W with
  | zero => simp
  | succ r ih =>
    have ih' : ∀ U : Submodule ℂ V, (∀ i < 2 * r, ∀ v ∈ U, g i v ∈ U) →
        2 ^ r ∣ finrank ℂ U := fun U hU =>
      ih (fun i hi => hinj i (by omega))
        (fun i hi j hj => hanti i (by omega) j (by omega)) U hU
    -- the product of the last two operations labels the sectors
    obtain ⟨c, hc⟩ : ∃ c : End ℂ V, ∀ v, c v = g (2 * r) (g (2 * r + 1) v) :=
      ⟨g (2 * r) * g (2 * r + 1), fun _ => rfl⟩
    have hca : ∀ v, c (g (2 * r) v) = -g (2 * r) (c v) := fun v => by
      rw [hc, hc, hanti (2 * r + 1) (by omega) (2 * r) (by omega) (by omega), map_neg]
    have hcb : ∀ v, c (g (2 * r + 1) v) = -g (2 * r + 1) (c v) := fun v => by
      rw [hc, hc, hanti (2 * r) (by omega) (2 * r + 1) (by omega) (by omega)]
    have hco : ∀ i < 2 * r, ∀ v, c (g i v) = g i (c v) := fun i hi v => by
      rw [hc, hc, hanti (2 * r + 1) (by omega) i (by omega) (by omega), map_neg,
        hanti (2 * r) (by omega) i (by omega) (by omega), neg_neg]
    have hcc : ∀ i < 2 * (r + 1), ∀ v, c (c (g i v)) = g i (c (c v)) := by
      intro i hi v
      obtain h | h | h : i < 2 * r ∨ i = 2 * r ∨ i = 2 * r + 1 := by omega
      · rw [hco i h, hco i h]
      · rw [h, hca, map_neg, hca, neg_neg]
      · rw [h, hcb, map_neg, hcb, neg_neg]
    induction hn : finrank ℂ W using Nat.strong_induction_on generalizing W with
    | _ n IH =>
      by_cases hb : W = ⊥
      · rw [← hn, hb, finrank_bot]
        exact dvd_zero _
      have hcW : ∀ v ∈ W, c v ∈ W := fun v hv => by
        rw [hc]
        exact hW _ (by omega) _ (hW _ (by omega) v hv)
      have : Nontrivial W := Submodule.nontrivial_iff_ne_bot.2 hb
      obtain ⟨μ, hμ⟩ := End.exists_eigenvalue (c.restrict hcW)
      obtain ⟨w, hw⟩ := hμ.exists_hasEigenvector
      have hw1 : c (w : V) = μ • (w : V) := congrArg Subtype.val hw.apply_eq_smul
      have hw0 : (w : V) ≠ 0 := fun h => hw.2 (Subtype.ext h)
      have hμ0 : μ ≠ 0 := by
        rintro rfl
        rw [zero_smul, hc] at hw1
        apply hw0
        apply hinj (2 * r + 1) (by omega)
        apply hinj (2 * r) (by omega)
        rw [hw1, map_zero, map_zero]
      have hs := finrank_split c W hcW hμ0
      have ha := hinj (2 * r) (by omega)
      have h1 := sector_le_opposite _ c W ha hca (hW _ (by omega)) μ
      have h2 := sector_le_opposite _ c W ha hca (hW _ (by omega)) (-μ)
      rw [neg_neg] at h2
      have hpos : 0 < finrank ℂ ↥(W ⊓ End.eigenspace c μ) :=
        Module.finrank_pos_iff_exists_ne_zero.2
          ⟨⟨w, w.2, End.mem_eigenspace_iff.2 hw1⟩, fun h => hw0 (congrArg Subtype.val h)⟩
      -- the earlier operations act within one sector
      obtain ⟨k, hk⟩ := ih' (W ⊓ End.eigenspace c μ) (fun i hi v hv =>
        ⟨hW i (by omega) v hv.1, End.mem_eigenspace_iff.2 (by
          rw [hco i hi, End.mem_eigenspace_iff.1 hv.2, map_smul])⟩)
      -- all operations act within the smaller image of `c² - μ²`
      have d2 := IH _ (by omega) (W.map (c * c - (μ * μ) • (1 : End ℂ V))) (by
        rintro i hi _ ⟨v, hv, rfl⟩
        refine ⟨g i v, hW i hi v hv, ?_⟩
        change c (c (g i v)) - (μ * μ) • g i v = g i (c (c v) - (μ * μ) • v)
        rw [hcc i hi, map_sub, map_smul]) rfl
      rw [← hn, hs]
      refine dvd_add ⟨k, ?_⟩ d2
      rw [← le_antisymm h1 h2, hk, pow_succ]
      ring
```

## From invariant spaces to energy levels

A state is now a column vector with components labelled by a finite type `n`, and the level at $E$ is the space of solutions of $Hv=Ev$. Lean's `finrank` of this space is the degeneracy; it is zero when $E$ is not an eigenvalue.

```lean
variable {n : Type*} [Fintype n] [DecidableEq n]

/-- The space of states `v` with `H v = E v`. -/
def energyLevel (H : Matrix n n ℂ) (E : ℂ) : Submodule ℂ (n → ℂ) :=
  End.eigenspace (Matrix.toLin' H) E
```

The symmetry operations are a family $S_i$ indexed by `Fin (2 * r)`, that is, $i=0,\dots,2r-1$. The hypothesis `hS` states that they are invertible, `hanti` that they anticommute pairwise, and `hH` that they commute with $H$. If $Hv=Ev$, then
$$H(S_iv)=S_i(Hv)=E\,(S_iv),$$
so each $S_i$ preserves the level, and the previous result applies with $W$ equal to the level.

$H$ need not be Hermitian, and $E$ may be complex. The $S_i$ are linear, which excludes antiunitary time reversal. For $r=1$, whether a given space group supplies such a pair at a given wavevector has to be established separately, from its multiplication rules, the Bloch phases and, when spin is included, the signs that spin rotations contribute. The linear operations of a three-dimensional space group never supply four at one wavevector, so $r\ge2$ calls for further symmetries. In a nonmagnetic crystal without spin-orbit coupling, for example, two anticommuting operations $A,B$ that act on the orbital part alone combine with the Pauli matrices $\sigma_x,\sigma_z$ of the spin to give four: $A$, $B$, $AB\sigma_x$ and $AB\sigma_z$.

```lean
/-- If `2r` invertible, pairwise anticommuting matrices commute with `H`, then `2^r` divides
the dimension of every eigenspace of `H`. -/
theorem two_pow_dvd_degeneracy {r : ℕ} (S : Fin (2 * r) → Matrix n n ℂ) (H : Matrix n n ℂ)
    (hS : ∀ i, IsUnit (S i)) (hanti : ∀ i j, i ≠ j → S i * S j = -(S j * S i))
    (hH : ∀ i, S i * H = H * S i) (E : ℂ) :
    2 ^ r ∣ finrank ℂ (energyLevel H E) := by
  obtain ⟨g, hg⟩ : ∃ g : ℕ → End ℂ (n → ℂ),
      ∀ i (h : i < 2 * r) v, g i v = S ⟨i, h⟩ *ᵥ v :=
    ⟨fun k => if h : k < 2 * r then Matrix.toLin' (S ⟨k, h⟩) else 1,
      fun i h v => by simp [h]⟩
  apply two_pow_dvd_invariant g r
  · intro i hi v w hvw
    rw [hg i hi, hg i hi] at hvw
    obtain ⟨B, hB⟩ := (hS ⟨i, hi⟩).exists_left_inv
    have h := congrArg (fun x => B *ᵥ x) hvw
    simpa only [Matrix.mulVec_mulVec, hB, Matrix.one_mulVec] using h
  · intro i hi j hj hij v
    have h := hanti ⟨i, hi⟩ ⟨j, hj⟩ (fun h => hij (congrArg Fin.val h))
    simp only [hg i hi, hg j hj, Matrix.mulVec_mulVec, h, Matrix.neg_mulVec]
  · intro i hi v hv
    simp only [energyLevel, End.mem_eigenspace_iff, Matrix.toLin'_apply] at hv ⊢
    rw [hg i hi, Matrix.mulVec_mulVec, ← hH, ← Matrix.mulVec_mulVec, hv, Matrix.mulVec_smul]
```

A twofold operation applied twice may give the identity, a lattice translation or a full rotation of a spin. When the resulting phase is $\pm1$, we have $S_i^2=\pm1$. Then $S_i^{-1}=\pm S_i$ with the same sign, and invertibility is automatic.

```lean
/-- If `2r` pairwise anticommuting matrices, each with square `1` or `-1`, commute with `H`,
then `2^r` divides the dimension of every eigenspace of `H`. -/
theorem two_pow_dvd_of_sq {r : ℕ} (S : Fin (2 * r) → Matrix n n ℂ) (H : Matrix n n ℂ)
    (hsq : ∀ i, S i * S i = 1 ∨ S i * S i = -1)
    (hanti : ∀ i j, i ≠ j → S i * S j = -(S j * S i))
    (hH : ∀ i, S i * H = H * S i) (E : ℂ) :
    2 ^ r ∣ finrank ℂ (energyLevel H E) := by
  refine two_pow_dvd_degeneracy S H (fun i => ?_) hanti hH E
  rcases hsq i with h | h
  · exact ⟨⟨S i, S i, h, h⟩, rfl⟩
  · exact ⟨⟨S i, -S i, by rw [mul_neg, h, neg_neg], by rw [neg_mul, h, neg_neg]⟩, rfl⟩
```

If $E$ does occur, with a state $v\ne0$, its degeneracy is a positive multiple of $2^r$ and hence at least $2^r$.

```lean
/-- If `2r` invertible, pairwise anticommuting matrices commute with `H`, and `H` has a nonzero
state `v` of energy `E`, then the eigenspace of `H` at `E` has dimension at least `2^r`. -/
theorem two_pow_le_degeneracy {r : ℕ} (S : Fin (2 * r) → Matrix n n ℂ) (H : Matrix n n ℂ)
    (hS : ∀ i, IsUnit (S i)) (hanti : ∀ i j, i ≠ j → S i * S j = -(S j * S i))
    (hH : ∀ i, S i * H = H * S i) {E : ℂ} {v : n → ℂ} (hv : v ≠ 0) (hE : H *ᵥ v = E • v) :
    2 ^ r ≤ finrank ℂ (energyLevel H E) := by
  have hmem : v ∈ energyLevel H E :=
    End.mem_eigenspace_iff.2 (by rw [Matrix.toLin'_apply, hE])
  exact Nat.le_of_dvd (Module.finrank_pos_iff_exists_ne_zero.2
    ⟨⟨v, hmem⟩, fun h => hv (congrArg Subtype.val h)⟩)
    (two_pow_dvd_degeneracy S H hS hanti hH E)
```

## A fourfold level that attains the bound

For $r=2$, four explicit matrices satisfy the relations. With Pauli matrices $\sigma_x,\sigma_y,\sigma_z$, they are
$$\sigma_x\otimes1,\quad i\sigma_y\otimes1,\quad\sigma_z\otimes\sigma_x,\quad\sigma_z\otimes i\sigma_y.$$
The name `gamma` recalls the Dirac matrices, but the squares here are $1,-1,1,-1$, which differs from the usual spacetime convention.

```lean
/-- Four real operations on a four-component state. -/
def gamma : Fin (2 * 2) → Matrix (Fin 4) (Fin 4) ℂ :=
  ![!![0, 0, 1, 0; 0, 0, 0, 1; 1, 0, 0, 0; 0, 1, 0, 0],
    !![0, 0, 1, 0; 0, 0, 0, 1; -1, 0, 0, 0; 0, -1, 0, 0],
    !![0, 1, 0, 0; 1, 0, 0, 0; 0, 0, 0, -1; 0, 0, -1, 0],
    !![0, 1, 0, 0; -1, 0, 0, 0; 0, 0, 0, -1; 0, 0, 1, 0]]
```

The squares are checked entry by entry, and the anticommutation relations pair by pair.

```lean
/-- The four matrices `gamma` pairwise anticommute and have squares `1` or `-1`. -/
theorem gamma_witness : (∀ i, gamma i * gamma i = 1 ∨ gamma i * gamma i = -1) ∧
    ∀ i j, i ≠ j → gamma i * gamma j = -(gamma j * gamma i) := by
  have h0 : gamma 0 * gamma 0 = 1 := by
    ext a b; fin_cases a <;> fin_cases b <;> simp [gamma, Matrix.mul_apply, Fin.sum_univ_succ]
  have h1 : gamma 1 * gamma 1 = -1 := by
    ext a b; fin_cases a <;> fin_cases b <;> simp [gamma, Matrix.mul_apply, Fin.sum_univ_succ]
  have h2 : gamma 2 * gamma 2 = 1 := by
    ext a b; fin_cases a <;> fin_cases b <;> simp [gamma, Matrix.mul_apply, Fin.sum_univ_succ]
  have h3 : gamma 3 * gamma 3 = -1 := by
    ext a b; fin_cases a <;> fin_cases b <;> simp [gamma, Matrix.mul_apply, Fin.sum_univ_succ]
  constructor
  · intro i
    fin_cases i
    exacts [Or.inl h0, Or.inr h1, Or.inl h2, Or.inr h3]
  · intro i j hij
    fin_cases i <;> fin_cases j <;> first
      | exact absurd rfl hij
      | simp [gamma]
```

The Hamiltonian $H=E\cdot1$ commutes with all four matrices. Every vector of the four-dimensional space has energy $E$, so the degeneracy is exactly $4=2^2$.

```lean
/-- The bound is attained for `r = 2`: the Hamiltonian `E · 1` commutes with the four matrices
`gamma`, and its level `E` has dimension exactly `2^2`. -/
theorem gamma_level_sharp (E : ℂ) :
    (∀ i, gamma i * (E • (1 : Matrix (Fin 4) (Fin 4) ℂ)) = (E • 1) * gamma i) ∧
    finrank ℂ (energyLevel (E • (1 : Matrix (Fin 4) (Fin 4) ℂ)) E) = 2 ^ 2 := by
  constructor
  · intro i
    rw [mul_smul_comm, smul_mul_assoc, mul_one, one_mul]
  · have h : energyLevel (E • (1 : Matrix (Fin 4) (Fin 4) ℂ)) E = ⊤ := by
      ext v
      simp [energyLevel]
    rw [h, finrank_top]
    simp

end

end AnticommutingBandSticking
```

```lean
#print axioms AnticommutingBandSticking.two_pow_dvd_of_sq
-- 'AnticommutingBandSticking.two_pow_dvd_of_sq' depends on axioms: [propext, Classical.choice, Quot.sound]
#print axioms AnticommutingBandSticking.two_pow_le_degeneracy
-- 'AnticommutingBandSticking.two_pow_le_degeneracy' depends on axioms: [propext, Classical.choice, Quot.sound]
#print axioms AnticommutingBandSticking.gamma_level_sharp
-- 'AnticommutingBandSticking.gamma_level_sharp' depends on axioms: [propext, Classical.choice, Quot.sound]
```
